# The energy of a linearly coupled oscillator from its sums for N and a

For a single oscillator with H = wN + wg(a + a†), where w and g are real and there is no zero-point term, the theorem `hasSum_energy` gives the sum of the energy series over number-basis amplitudes ψ_n. If the series for N, with terms n|ψ_n|², sums to ν and the series for a, with terms conj(ψ_n)(aψ)_n, sums to A, then the series with terms conj(ψ_n)(Hψ)_n sums to wν + 2wg Re A. The amplitudes need not be normalised, so for a nonzero state these sums become expectation values only after division by Σ|ψ_n|². The proof obtains the sum for a† as the conjugate of A by an index shift, then combines the three series linearly and matches the result to the stated energy.

An attempt in Lean 4 with a fault in it:

```lean
import Mathlib

open scoped ComplexConjugate

noncomputable section

namespace HasSumEnergy

/-- The annihilation operator on number-basis amplitudes: `(a ψ)_n = √(n+1) ψ_(n+1)`. -/
def lower (ψ : ℕ → ℂ) (n : ℕ) : ℂ := (Real.sqrt ((n : ℝ) + 1) : ℂ) * ψ (n + 1)

/-- The creation operator on number-basis amplitudes: `(a† ψ)_(n+1) = √(n+1) ψ_n`, and
`(a† ψ)_0 = 0`. -/
def raise (ψ : ℕ → ℂ) : ℕ → ℂ
  | 0 => 0
  | n + 1 => (Real.sqrt ((n : ℝ) + 1) : ℂ) * ψ n

/-- The linearly coupled oscillator `H = w N + w g (a + a†)`, acting on amplitudes. -/
def hamiltonian (w g : ℝ) (ψ : ℕ → ℂ) (n : ℕ) : ℂ :=
  w * n * ψ n + w * g * (lower ψ n + raise ψ n)

/-- If the series for `⟨N⟩` and `⟨a⟩` converge to `ν` and `A`, the energy series converges
to `w ν + 2 w g Re A`. -/
theorem hasSum_energy (w g ν : ℝ) (ψ : ℕ → ℂ) (A : ℂ)
    (hN : HasSum (fun n : ℕ => (n : ℝ) * ‖ψ n‖ ^ 2) ν)
    (hA : HasSum (fun n => conj (ψ n) * lower ψ n) A) :
    HasSum (fun n => conj (ψ n) * hamiltonian w g ψ n)
      ((w * ν + 2 * w * g * A.re : ℝ) : ℂ) := by
  -- the mean of a† is the conjugate of the mean of a, after an index shift
  have hR : HasSum (fun n => conj (ψ n) * raise ψ n) (conj A) := by
    have hc : HasSum (fun n => conj (ψ (n + 1)) * raise ψ (n + 1)) (conj A) := by
      have h : HasSum (fun n => conj (conj (ψ n) * lower ψ n)) (conj A) := hA.star
      convert h using 1
      funext n
      simp only [lower, raise, map_mul, Complex.conj_conj, Complex.conj_ofReal]
      ring
    have h := (hasSum_nat_add_iff (f := fun n => conj (ψ n) * raise ψ n) 1).mp hc
    simpa [raise] using h
  have hN' : HasSum (fun n : ℕ => (((n : ℝ) * ‖ψ n‖ ^ 2 : ℝ) : ℂ)) (ν : ℂ) :=
    Complex.ofRealCLM.hasSum hN
  convert (hN'.mul_left (w : ℂ)).add ((hA.add hR).mul_left ((w : ℂ) * g)) using 1
  · funext n
    simp only [hamiltonian]
    push_cast
    linear_combination (w : ℂ) * n * Complex.conj_mul' (ψ n)
  · rw [Complex.add_conj]
    push_cast
    ring

end HasSumEnergy
```

Compiling this gives:

```
Main.lean:42:4: error: Tactic `apply` failed: could not unify the conclusion of `@funext`
  ?f = ?g
with the goal
  Complex.instAddCommMonoid =
    Complex.instNonUnitalCommRing.toNonUnitalNonAssocCommRing.toNonUnitalNonAssocSemiring.toAddCommMonoid

Note: The full type of `@funext` is
  ∀ {α : Sort ?u.171} {β : α → Sort ?u.170} {f g : (x : α) → β x}, (∀ (x : α), f x = g x) → f = g

case e'_3
w g ν : ℝ
ψ : ℕ → ℂ
A : ℂ
hN : HasSum (fun n => ↑n * ‖ψ n‖ ^ 2) ν
hA : HasSum (fun n => (starRingEnd ℂ) (ψ n) * lower ψ n) A
hR : HasSum (fun n => (starRingEnd ℂ) (ψ n) * raise ψ n) ((starRingEnd ℂ) A)
hN' : HasSum (fun n => ↑(↑n * ‖ψ n‖ ^ 2)) ↑ν
⊢ Complex.instAddCommMonoid =
    Complex.instNonUnitalCommRing.toNonUnitalNonAssocCommRing.toNonUnitalNonAssocSemiring.toAddCommMonoid
Main.lean:46:8: error: Tactic `rewrite` failed: Did not find an occurrence of the pattern
  ?z + (starRingEnd ℂ) ?z
in the target expression
  (fun n => (starRingEnd ℂ) (ψ n) * hamiltonian w g ψ n) = fun b =>
    ↑w * ↑(↑b * ‖ψ b‖ ^ 2) + ↑w * ↑g * ((starRingEnd ℂ) (ψ b) * lower ψ b + (starRingEnd ℂ) (ψ b) * raise ψ b)

case e'_5
w g ν : ℝ
ψ : ℕ → ℂ
A : ℂ
hN : HasSum (fun n => ↑n * ‖ψ n‖ ^ 2) ν
hA : HasSum (fun n => (starRingEnd ℂ) (ψ n) * lower ψ n) A
hR : HasSum (fun n => (starRingEnd ℂ) (ψ n) * raise ψ n) ((starRingEnd ℂ) A)
hN' : HasSum (fun n => ↑(↑n * ‖ψ n‖ ^ 2)) ↑ν
⊢ (fun n => (starRingEnd ℂ) (ψ n) * hamiltonian w g ψ n) = fun b =>
    ↑w * ↑(↑b * ‖ψ b‖ ^ 2) + ↑w * ↑g * ((starRingEnd ℂ) (ψ b) * lower ψ b + (starRingEnd ℂ) (ψ b) * raise ψ b)
Main.lean:28:46: error: unsolved goals
case e'_6
w g ν : ℝ
ψ : ℕ → ℂ
A : ℂ
hN : HasSum (fun n => ↑n * ‖ψ n‖ ^ 2) ν
hA : HasSum (fun n => (starRingEnd ℂ) (ψ n) * lower ψ n) A
hR : HasSum (fun n => (starRingEnd ℂ) (ψ n) * raise ψ n) ((starRingEnd ℂ) A)
hN' : HasSum (fun n => ↑(↑n * ‖ψ n‖ ^ 2)) ↑ν
⊢ ↑(w * ν + 2 * w * g * A.re) = ↑w * ↑ν + ↑w * ↑g * (A + (starRingEnd ℂ) A)
```

The final `convert ... using 1` left three goals, but the script had bullets for only two. The extra one came first: an equality between two `AddCommMonoid` structures on ℂ, the one in the theorem's `HasSum` and the one in the combined series. `funext` failed there because these are not functions. The second bullet, written for the sums, therefore met the equality of terms, where `Complex.add_conj` found no `z + conj z` to rewrite. The equality of sums, which does contain `A + conj A`, was left with no bullet, hence the "unsolved goals" error.

The repair states the equality of terms as `hf` and that of sums as `hv`, so each old argument runs on the goal it was written for. After `rw [hf, hv]`, the goal has the terms and sum of the combined series, and `exact` supplies it. The two structures are equal by definition, which `exact` can check by unfolding, so they no longer appear as a separate goal.

After these edits no error is left:

```diff
@@ -39,12 +39,18 @@
   have hN' : HasSum (fun n : ℕ => (((n : ℝ) * ‖ψ n‖ ^ 2 : ℝ) : ℂ)) (ν : ℂ) :=
     Complex.ofRealCLM.hasSum hN
-  convert (hN'.mul_left (w : ℂ)).add ((hA.add hR).mul_left ((w : ℂ) * g)) using 1
-  · funext n
+  have hf : (fun n => conj (ψ n) * hamiltonian w g ψ n) =
+      fun n : ℕ => (w : ℂ) * (((n : ℝ) * ‖ψ n‖ ^ 2 : ℝ) : ℂ) +
+        (w : ℂ) * g * (conj (ψ n) * lower ψ n + conj (ψ n) * raise ψ n) := by
+    funext n
     simp only [hamiltonian]
     push_cast
     linear_combination (w : ℂ) * n * Complex.conj_mul' (ψ n)
-  · rw [Complex.add_conj]
+  have hv : ((w * ν + 2 * w * g * A.re : ℝ) : ℂ) =
+      (w : ℂ) * ν + (w : ℂ) * g * (A + conj A) := by
+    rw [Complex.add_conj]
     push_cast
     ring
+  rw [hf, hv]
+  exact (hN'.mul_left (w : ℂ)).add ((hA.add hR).mul_left ((w : ℂ) * g))
 
 end HasSumEnergy
```
